# Crossing h = J takes the ground state of an antiferromagnetic spin-1/2 dimer from singlet to polarized triplet

If the two spins of an antiferromagnetic dimer are treated as classical vectors of length 1/2, their response to a magnetic field comes out wrong. With isotropic exchange $J\,\mathbf S_1\cdot\mathbf S_2$, $J>0$, and Zeeman term $-h\,(S_1^z+S_2^z)$, $h\ge0$, the classical spins in their lowest-energy configuration cant towards the $+z$ axis, and their total component along it grows as $h/J$ until it saturates at $h=J$. The quantum ground state has total component 0 whenever $0\le h<J$ and 1 whenever $h>J$.

## Two spins in a field

The Hamiltonian is

$$H = J\,\mathbf S_1\cdot\mathbf S_2 - h\,(S_1^z+S_2^z),$$

with spins in units of $\hbar$. The exchange constant $J$ favours antiparallel spins when it is positive. The Zeeman energy $h$ is, up to sign, the product of the field strength, the Bohr magneton and a $g$-factor common to both sites; the sign is chosen so that $h>0$ favours spin up.

Write a state as four complex amplitudes $v_{ij}$, where $i$ and $j$ describe the first and second spin, 0 is up and 1 is down. The four states of interest, normalised, are

- the singlet $(|{\uparrow\downarrow}\rangle-|{\downarrow\uparrow}\rangle)/\sqrt2$,
- the triplet states $|{\uparrow\uparrow}\rangle$, $(|{\uparrow\downarrow}\rangle+|{\downarrow\uparrow}\rangle)/\sqrt2$ and $|{\downarrow\downarrow}\rangle$.

## Levels, ground states and magnetization

In Lean, `State` is the type of amplitude functions on `Fin 2 × Fin 2`. The matrices `spinX`, `spinY` and `spinZ` are the usual spin-1/2 matrices, `⊗ₖ` is the Kronecker product that builds two-site operators, and `dimer J h` is $H$. The vectors `singlet` and `tripletZero` omit the factor $1/\sqrt2$.

`spectrum_iff` says that, for all real $J$ and $h$, a complex number is an eigenvalue of $H$ exactly when it is one of

$$-\tfrac{3J}{4},\qquad \tfrac J4,\qquad \tfrac J4-h,\qquad \tfrac J4+h.$$

This fixes the set of eigenvalues, not their multiplicities.

`IsGroundState` describes a non-zero eigenvector whose real energy is at most every other real eigenvalue. Nothing is lost by comparing real energies, since all four levels are real. For $J>0$ and $h\ge0$, `ground_state_transition` says that the ground states are exactly the non-zero multiples of the singlet if $h<J$, and of the up-up triplet if $h>J$. At $h=J$, `ground_state_critical` gives all non-zero superpositions of the two. `magnetization_step` adds that `totalSz`, which is $S_1^z+S_2^z$, has the value 0 on every ground state below $J$ and 1 on every ground state above it.

The model has isotropic exchange and no coupling to other dimers, and the statements about ground states concern zero temperature. The transition is a level crossing in a four-state system, not a phase transition of an extended magnet. For two localised unpaired electrons whose low-energy states follow this two-spin model, the zero-field singlet–triplet gap is $J$ in the present sign and prefactor convention.

## From the spin matrices to four scalar equations

The operators $S^x$ and $S^y$ flip a spin:

$$S^x|{\uparrow}\rangle=\tfrac12|{\downarrow}\rangle,\quad S^x|{\downarrow}\rangle=\tfrac12|{\uparrow}\rangle,\quad S^y|{\uparrow}\rangle=\tfrac i2|{\downarrow}\rangle,\quad S^y|{\downarrow}\rangle=-\tfrac i2|{\uparrow}\rangle.$$

On aligned spins, $S_1^xS_2^x$ contributes a double flip with coefficient $1/4$ and $S_1^yS_2^y$ one with $(\pm i/2)^2=-1/4$, so they cancel. On antialigned spins both coefficients are $1/4$, since $(i/2)(-i/2)=1/4$, and they add to $1/2$. The term $S_1^zS_2^z$ gives $1/4$ for aligned and $-1/4$ for antialigned spins. The total $S^z$ is $1,0,0,-1$ on $\uparrow\uparrow,\uparrow\downarrow,\downarrow\uparrow,\downarrow\downarrow$. Therefore

$$\begin{aligned}
(Hv)_{00}&=(\tfrac J4-h)v_{00}, & (Hv)_{01}&=-\tfrac J4v_{01}+\tfrac J2v_{10},\\
(Hv)_{11}&=(\tfrac J4+h)v_{11}, & (Hv)_{10}&=\tfrac J2v_{01}-\tfrac J4v_{10}.
\end{aligned}$$

Set $Hv=Ev$ and take the sum and difference of the two antialigned equations:

$$\begin{aligned}
(\tfrac J4-h-E)\,v_{00}&=0, & (\tfrac J4-E)(v_{01}+v_{10})&=0,\\
(\tfrac J4+h-E)\,v_{11}&=0, & (-\tfrac{3J}4-E)(v_{01}-v_{10})&=0.
\end{aligned}$$

If $E$ is none of the four levels, all four factors in front are non-zero, so $v_{00}$, $v_{11}$ and both combinations vanish, and $v=0$. Conversely, each of the four states above satisfies the equations at its own level.

## Which level is lowest

Measured from the singlet energy $-3J/4$, the up-up, middle and down-down triplet levels lie at $J-h$, $J$ and $J+h$.

- For $0\le h<J$ all three gaps are positive. At $E=-3J/4$ the equations force $v_{00}=v_{11}=0$ and $v_{10}=-v_{01}$, which leaves only multiples of the singlet.
- For $h>J$ the lowest energy is $J/4-h$. The singlet, middle triplet and down-down levels lie above it by $h-J$, $h$ and $2h$, all positive, so only $v_{00}$ survives.
- For $h=J$ the singlet and up-up levels coincide. The equations still force $v_{11}=0$ and $v_{10}=-v_{01}$, but leave $v_{00}$ and $v_{01}$ free.

The total $S^z$ is 0 on the singlet and 1 on the up-up state, which gives the magnetization step.

## Zero field, and J = 2

At $h=0$ the three triplet levels merge at $J/4$, and the singlet lies below them by $J$.

For $J=2$ the energies are:

| $h$ | singlet | middle triplet | up-up | down-down | lowest |
|---|---|---|---|---|---|
| 1 | $-3/2$ | $1/2$ | $-1/2$ | $3/2$ | singlet |
| 2 | $-3/2$ | $1/2$ | $-3/2$ | $5/2$ | singlet and up-up |
| 3 | $-3/2$ | $1/2$ | $-5/2$ | $7/2$ | up-up |

## The dimer in Lean

```lean
import Mathlib

open Matrix
open scoped Kronecker

namespace SpinHalfDimer

noncomputable section

/-- Amplitudes of two spins 1/2 in the product basis; `0` is up and `1` is down. -/
abbrev State := Fin 2 × Fin 2 → ℂ

/-- The spin-1/2 operator along x, in units of ħ. -/
def spinX : Matrix (Fin 2) (Fin 2) ℂ := !![0, 1 / 2; 1 / 2, 0]

/-- The spin-1/2 operator along y, in units of ħ. -/
def spinY : Matrix (Fin 2) (Fin 2) ℂ := !![0, -Complex.I / 2; Complex.I / 2, 0]

/-- The spin-1/2 operator along z, in units of ħ. -/
def spinZ : Matrix (Fin 2) (Fin 2) ℂ := !![1 / 2, 0; 0, -1 / 2]

/-- The total spin component along the field. -/
def totalSz : Matrix (Fin 2 × Fin 2) (Fin 2 × Fin 2) ℂ :=
  spinZ ⊗ₖ (1 : Matrix (Fin 2) (Fin 2) ℂ) + (1 : Matrix (Fin 2) (Fin 2) ℂ) ⊗ₖ spinZ

/-- The Heisenberg dimer with exchange `J` in a field `h` along z. -/
def dimer (J h : ℝ) : Matrix (Fin 2 × Fin 2) (Fin 2 × Fin 2) ℂ :=
  (J : ℂ) • (spinX ⊗ₖ spinX + spinY ⊗ₖ spinY + spinZ ⊗ₖ spinZ) - (h : ℂ) • totalSz

/-- The singlet, up-down minus down-up (not normalised). -/
def singlet : State := fun p => !![0, 1; -1, 0] p.1 p.2

/-- The triplet state with both spins up. -/
def upUp : State := fun p => !![1, 0; 0, 0] p.1 p.2

/-- The triplet state up-down plus down-up (not normalised). -/
def tripletZero : State := fun p => !![0, 1; 1, 0] p.1 p.2

/-- The triplet state with both spins down. -/
def downDown : State := fun p => !![0, 0; 0, 1] p.1 p.2

/-- A ground state is a non-zero eigenvector whose real energy is least among
the real eigenvalues. -/
def IsGroundState (A : Matrix (Fin 2 × Fin 2) (Fin 2 × Fin 2) ℂ) (v : State) : Prop :=
  v ≠ 0 ∧ ∃ E : ℝ, A *ᵥ v = (E : ℂ) • v ∧
    ∀ (E' : ℝ) (w : State), w ≠ 0 → A *ᵥ w = (E' : ℂ) • w → E ≤ E'

private lemma state_ext (v w : State) (h00 : v (0, 0) = w (0, 0))
    (h01 : v (0, 1) = w (0, 1)) (h10 : v (1, 0) = w (1, 0))
    (h11 : v (1, 1) = w (1, 1)) : v = w := by
  funext p
  obtain ⟨i, j⟩ := p
  fin_cases i <;> fin_cases j
  exacts [h00, h01, h10, h11]

private lemma cancel {x : ℝ} (hx : 0 < x) {y z : ℂ} (hy : y = (x : ℂ))
    (e : y * z = 0) : z = 0 := by
  rw [hy] at e
  exact (mul_eq_zero.1 e).resolve_left (Complex.ofReal_ne_zero.2 hx.ne')

private lemma singlet_ne : singlet ≠ 0 := fun h0 => by
  simpa [singlet] using congrFun h0 (0, 1)

private lemma upUp_ne : upUp ≠ 0 := fun h0 => by
  simpa [upUp] using congrFun h0 (0, 0)

/-- The Hamiltonian multiplies the two aligned amplitudes by numbers and mixes the two
antialigned amplitudes through the spin flip `J/2`. -/
theorem dimer_apply (J h : ℝ) (v : State) :
    (dimer J h *ᵥ v) (0, 0) = ((J : ℂ) / 4 - h) * v (0, 0) ∧
    (dimer J h *ᵥ v) (0, 1) = -(J : ℂ) / 4 * v (0, 1) + (J : ℂ) / 2 * v (1, 0) ∧
    (dimer J h *ᵥ v) (1, 0) = (J : ℂ) / 2 * v (0, 1) - (J : ℂ) / 4 * v (1, 0) ∧
    (dimer J h *ᵥ v) (1, 1) = ((J : ℂ) / 4 + h) * v (1, 1) := by
  refine ⟨?_, ?_, ?_, ?_⟩ <;>
  simp [dimer, totalSz, spinX, spinY, spinZ, Matrix.mulVec, dotProduct,
    Fintype.sum_prod_type, Fin.sum_univ_two, Matrix.one_apply,
    -mul_eq_mul_left_iff, -mul_eq_mul_right_iff] <;>
  first
    | ring1
    | linear_combination ((J : ℂ) / 4 * v (1, 1)) * Complex.I_sq
    | linear_combination (-(J : ℂ) / 4 * v (1, 0)) * Complex.I_sq
    | linear_combination (-(J : ℂ) / 4 * v (0, 1)) * Complex.I_sq
    | linear_combination ((J : ℂ) / 4 * v (0, 0)) * Complex.I_sq

/-- The eigenvalue equation decouples into one equation each for the up-up, down-down,
symmetric and antisymmetric amplitudes. -/
theorem eigen_iff (J h : ℝ) (E : ℂ) (v : State) :
    dimer J h *ᵥ v = E • v ↔
      ((J : ℂ) / 4 - h - E) * v (0, 0) = 0 ∧ ((J : ℂ) / 4 + h - E) * v (1, 1) = 0 ∧
      ((J : ℂ) / 4 - E) * (v (0, 1) + v (1, 0)) = 0 ∧
      (-3 * (J : ℂ) / 4 - E) * (v (0, 1) - v (1, 0)) = 0 := by
  obtain ⟨a, b, c, d⟩ := dimer_apply J h v
  constructor
  · intro H
    have h00 := a.symm.trans (congrFun H (0, 0))
    have h01 := b.symm.trans (congrFun H (0, 1))
    have h10 := c.symm.trans (congrFun H (1, 0))
    have h11 := d.symm.trans (congrFun H (1, 1))
    simp only [Pi.smul_apply, smul_eq_mul] at h00 h01 h10 h11
    refine ⟨?_, ?_, ?_, ?_⟩
    · linear_combination h00
    · linear_combination h11
    · linear_combination h01 + h10
    · linear_combination h01 - h10
  · rintro ⟨e1, e2, e3, e4⟩
    apply state_ext <;> simp only [Pi.smul_apply, smul_eq_mul]
    · rw [a]; linear_combination e1
    · rw [b]; linear_combination (e3 + e4) / 2
    · rw [c]; linear_combination (e3 - e4) / 2
    · rw [d]; linear_combination e2

/-- The singlet and the three triplet states are eigenvectors, with energies
`-3J/4`, `J/4`, `J/4 - h` and `J/4 + h`. -/
theorem eigenvectors (J h : ℝ) :
    dimer J h *ᵥ singlet = (-3 * (J : ℂ) / 4) • singlet ∧
    dimer J h *ᵥ tripletZero = ((J : ℂ) / 4) • tripletZero ∧
    dimer J h *ᵥ upUp = ((J : ℂ) / 4 - h) • upUp ∧
    dimer J h *ᵥ downDown = ((J : ℂ) / 4 + h) • downDown := by
  refine ⟨?_, ?_, ?_, ?_⟩ <;> rw [eigen_iff] <;>
    simp [singlet, tripletZero, upUp, downDown]

/-- The eigenvalues of the dimer are exactly `-3J/4`, `J/4`, `J/4 - h` and `J/4 + h`. -/
theorem spectrum_iff (J h : ℝ) (E : ℂ) :
    (∃ v : State, v ≠ 0 ∧ dimer J h *ᵥ v = E • v) ↔
      E = -3 * (J : ℂ) / 4 ∨ E = (J : ℂ) / 4 ∨ E = (J : ℂ) / 4 - h ∨
        E = (J : ℂ) / 4 + h := by
  obtain ⟨s, t, u, d⟩ := eigenvectors J h
  constructor
  · rintro ⟨v, hv, e⟩
    obtain ⟨e1, e2, e3, e4⟩ := (eigen_iff J h E v).1 e
    by_contra hn
    simp only [not_or] at hn
    obtain ⟨n1, n2, n3, n4⟩ := hn
    -- away from the four levels every amplitude vanishes
    have a1 := (mul_eq_zero.1 e1).resolve_left (fun q => n3 (by linear_combination -q))
    have a2 := (mul_eq_zero.1 e2).resolve_left (fun q => n4 (by linear_combination -q))
    have a3 := (mul_eq_zero.1 e3).resolve_left (fun q => n2 (by linear_combination -q))
    have a4 := (mul_eq_zero.1 e4).resolve_left (fun q => n1 (by linear_combination -q))
    have b1 : v (0, 1) = 0 := by linear_combination (a3 + a4) / 2
    have b2 : v (1, 0) = 0 := by linear_combination (a3 - a4) / 2
    exact hv (state_ext v 0 a1 b1 b2 a2)
  · rintro (rfl | rfl | rfl | rfl)
    · exact ⟨singlet, singlet_ne, s⟩
    · exact ⟨tripletZero, fun h0 => by simpa [tripletZero] using congrFun h0 (0, 1), t⟩
    · exact ⟨upUp, upUp_ne, u⟩
    · exact ⟨downDown, fun h0 => by simpa [downDown] using congrFun h0 (1, 1), d⟩

private lemma ground_iff {J h E₀ : ℝ} {u : State} (hu : u ≠ 0)
    (he : dimer J h *ᵥ u = (E₀ : ℂ) • u) (h1 : E₀ ≤ -3 * J / 4) (h2 : E₀ ≤ J / 4)
    (h3 : E₀ ≤ J / 4 - h) (h4 : E₀ ≤ J / 4 + h) (v : State) :
    IsGroundState (dimer J h) v ↔ v ≠ 0 ∧ dimer J h *ᵥ v = (E₀ : ℂ) • v := by
  have low : ∀ (E : ℝ) (w : State), w ≠ 0 → dimer J h *ᵥ w = (E : ℂ) • w → E₀ ≤ E := by
    intro E w hw e
    have hs := (spectrum_iff J h E).1 ⟨w, hw, e⟩
    have hr : E = -3 * J / 4 ∨ E = J / 4 ∨ E = J / 4 - h ∨ E = J / 4 + h := by
      exact_mod_cast hs
    rcases hr with r | r | r | r <;> linarith
  constructor
  · rintro ⟨hv, E, e, hmin⟩
    have hE : E = E₀ := le_antisymm (hmin E₀ u hu he) (low E v hv e)
    exact ⟨hv, hE ▸ e⟩
  · rintro ⟨hv, e⟩
    exact ⟨hv, E₀, e, low⟩

/-- For `J > 0` and `h ≥ 0` the ground states are exactly the non-zero multiples of the singlet when
`h < J`, and of the up-up triplet when `h > J`. -/
theorem ground_state_transition {J h : ℝ} (hJ : 0 < J) (hh : 0 ≤ h) :
    (h < J → ∀ v, IsGroundState (dimer J h) v ↔ ∃ c : ℂ, c ≠ 0 ∧ v = c • singlet) ∧
    (J < h → ∀ v, IsGroundState (dimer J h) v ↔ ∃ c : ℂ, c ≠ 0 ∧ v = c • upUp) := by
  constructor
  · intro hlt v
    have he : dimer J h *ᵥ singlet = ((-3 * J / 4 : ℝ) : ℂ) • singlet := by
      push_cast
      exact (eigenvectors J h).1
    rw [ground_iff singlet_ne he (by linarith) (by linarith) (by linarith) (by linarith)]
    constructor
    · rintro ⟨hv, e⟩
      obtain ⟨e1, e2, e3, -⟩ := (eigen_iff J h _ v).1 e
      -- the gaps to the three triplet levels are positive
      have a1 := cancel (x := J / 4 - h - (-3 * J / 4)) (by linarith)
        (by push_cast; ring) e1
      have a2 := cancel (x := J / 4 + h - (-3 * J / 4)) (by linarith)
        (by push_cast; ring) e2
      have a3 := cancel (x := J / 4 - (-3 * J / 4)) (by linarith)
        (by push_cast; ring) e3
      have a4 : v (1, 0) = -v (0, 1) := by linear_combination a3
      have hveq : v = v (0, 1) • singlet := by
        apply state_ext <;> simp [singlet, a1, a2, a4]
      exact ⟨v (0, 1), fun hc => hv (by rw [hveq, hc, zero_smul]), hveq⟩
    · rintro ⟨c, hc, rfl⟩
      exact ⟨smul_ne_zero hc singlet_ne, by rw [Matrix.mulVec_smul, he, smul_comm]⟩
  · intro hlt v
    have he : dimer J h *ᵥ upUp = ((J / 4 - h : ℝ) : ℂ) • upUp := by
      push_cast
      exact (eigenvectors J h).2.2.1
    rw [ground_iff upUp_ne he (by linarith) (by linarith) (by linarith) (by linarith)]
    constructor
    · rintro ⟨hv, e⟩
      obtain ⟨-, e2, e3, e4⟩ := (eigen_iff J h _ v).1 e
      -- now the polarized level lies strictly below the other three
      have a2 := cancel (x := J / 4 + h - (J / 4 - h)) (by linarith)
        (by push_cast; ring) e2
      have a3 := cancel (x := J / 4 - (J / 4 - h)) (by linarith)
        (by push_cast; ring) e3
      have a4 := cancel (x := -3 * J / 4 - (J / 4 - h)) (by linarith)
        (by push_cast; ring) e4
      have b1 : v (0, 1) = 0 := by linear_combination (a3 + a4) / 2
      have b2 : v (1, 0) = 0 := by linear_combination (a3 - a4) / 2
      have hveq : v = v (0, 0) • upUp := by
        apply state_ext <;> simp [upUp, a2, b1, b2]
      exact ⟨v (0, 0), fun hc => hv (by rw [hveq, hc, zero_smul]), hveq⟩
    · rintro ⟨c, hc, rfl⟩
      exact ⟨smul_ne_zero hc upUp_ne, by rw [Matrix.mulVec_smul, he, smul_comm]⟩

/-- For `J > 0` and `h = J` the ground states are exactly the non-zero superpositions of the singlet
and the up-up triplet. -/
theorem ground_state_critical {J : ℝ} (hJ : 0 < J) (v : State) :
    IsGroundState (dimer J J) v ↔ v ≠ 0 ∧ ∃ a b : ℂ, v = a • singlet + b • upUp := by
  have he : dimer J J *ᵥ singlet = ((-3 * J / 4 : ℝ) : ℂ) • singlet := by
    push_cast
    exact (eigenvectors J J).1
  have hu : dimer J J *ᵥ upUp = ((-3 * J / 4 : ℝ) : ℂ) • upUp := by
    have hE : (J : ℂ) / 4 - J = ((-3 * J / 4 : ℝ) : ℂ) := by
      push_cast
      ring
    rw [(eigenvectors J J).2.2.1, hE]
  rw [ground_iff singlet_ne he (by linarith) (by linarith) (by linarith) (by linarith)]
  refine and_congr_right fun _ => ⟨fun e => ?_, ?_⟩
  · obtain ⟨-, e2, e3, -⟩ := (eigen_iff J J _ v).1 e
    have a2 := cancel (x := J / 4 + J - (-3 * J / 4)) (by linarith)
      (by push_cast; ring) e2
    have a3 := cancel (x := J / 4 - (-3 * J / 4)) (by linarith)
      (by push_cast; ring) e3
    have a4 : v (1, 0) = -v (0, 1) := by linear_combination a3
    refine ⟨v (0, 1), v (0, 0), ?_⟩
    apply state_ext <;> simp [singlet, upUp, a2, a4]
  · rintro ⟨a, b, rfl⟩
    rw [Matrix.mulVec_add, Matrix.mulVec_smul, Matrix.mulVec_smul, he, hu, smul_add,
      smul_comm a, smul_comm b]

/-- For `J > 0` and `h ≥ 0`, every ground state has total spin component 0 along z when `h < J`, and
1 when `h > J`. -/
theorem magnetization_step {J h : ℝ} (hJ : 0 < J) (hh : 0 ≤ h) {v : State}
    (hv : IsGroundState (dimer J h) v) :
    (h < J → totalSz *ᵥ v = 0) ∧ (J < h → totalSz *ᵥ v = v) := by
  have hs : totalSz *ᵥ singlet = 0 := by
    apply state_ext <;>
    norm_num [totalSz, spinZ, singlet, Matrix.mulVec, dotProduct,
      Fintype.sum_prod_type, Fin.sum_univ_two, Matrix.one_apply]
  have hu : totalSz *ᵥ upUp = upUp := by
    apply state_ext <;>
    norm_num [totalSz, spinZ, upUp, Matrix.mulVec, dotProduct,
      Fintype.sum_prod_type, Fin.sum_univ_two, Matrix.one_apply]
  constructor
  · intro hlt
    obtain ⟨c, -, rfl⟩ := ((ground_state_transition hJ hh).1 hlt v).1 hv
    rw [Matrix.mulVec_smul, hs, smul_zero]
  · intro hlt
    obtain ⟨c, -, rfl⟩ := ((ground_state_transition hJ hh).2 hlt v).1 hv
    rw [Matrix.mulVec_smul, hu]

end

end SpinHalfDimer
```

```lean
#print axioms SpinHalfDimer.ground_state_critical
-- 'SpinHalfDimer.ground_state_critical' depends on axioms: [propext, Classical.choice, Quot.sound]
#print axioms SpinHalfDimer.magnetization_step
-- 'SpinHalfDimer.magnetization_step' depends on axioms: [propext, Classical.choice, Quot.sound]
```

## How the proof follows the calculation

`dimer_apply` is the table of amplitudes $(Hv)_{ij}$. Here `simp` expands the Kronecker products and sums, and the remaining identities are closed by ring arithmetic, with `Complex.I_sq` supplying $i^2=-1$ where needed.

`eigen_iff` is the decoupling. The combinations `h01 + h10` and `h01 - h10` are the sum and difference taken by hand; in the reverse direction, half the sum and half the difference recover the original equations. `state_ext` says that two states agree when their four amplitudes do.

`eigenvectors` substitutes the four states into these equations. In `spectrum_iff`, one direction assumes that $E$ avoids all four levels and derives $v=0$, a contradiction; the other supplies the eigenvectors. The lemmas `singlet_ne` and `upUp_ne` record that two of them are non-zero.

`ground_iff` turns minimality into an eigenvalue equation. If $E_0$ belongs to a non-zero eigenvector and lies at or below all four levels, the ground states are exactly the non-zero eigenvectors at $E_0$. Its inner statement `low` uses the spectrum to bound every real eigenvalue from below, and `le_antisymm` then identifies any ground-state energy with $E_0$.

In `ground_state_transition`, `linarith` proves that the gaps are positive, and `cancel` uses each positive gap to make its amplitude vanish. What remains is written as a multiple of `singlet` or `upUp`. `ground_state_critical` does the same with two gaps and keeps two free coefficients. Finally, `magnetization_step` computes `totalSz` on the two vectors and carries the result to their multiples by linearity.
